# For nonzero decay amplitudes, a one-pole Breit–Wigner matrix is unitary exactly when its width is the sum of the partial widths

Q: An electron enters a quantum dot from one of several leads, stays for a while in a single quasi-bound level of energy $E_0$, and leaves through any of the leads. Near the resonance I would write

$$S = 1 - \frac{i\,w w^\dagger}{x + iG/2}, \qquad x = E - E_0,$$

where $w_i$ is the decay amplitude into channel $i$ and $G = \sum_i |w_i|^2$ is the total width. You tell me that a Lean file proves $S$ unitary. But if $G$ is defined as that sum, hasn't the physics been put in by definition?

A: It would have been, so the file leaves the width free. Put a real number $\gamma$ in the denominator and write $d = x + i\gamma/2$, $\bar d = x - i\gamma/2$ and $P = w w^\dagger$. Then $d\bar d = x^2 + \gamma^2/4$, which is positive unless $x = \gamma = 0$. Also $P^\dagger = P$, and $P^2 = w(w^\dagger w)w^\dagger = GP$. Hence

$$SS^\dagger = \Big(1 - \frac{i}{d}P\Big)\Big(1 + \frac{i}{\bar d}P\Big) = 1 - \Big(\frac{i}{d} - \frac{i}{\bar d} - \frac{G}{d\bar d}\Big)P.$$

Since $d - \bar d = i\gamma$, the first two terms in the bracket give $i(\bar d - d)/(d\bar d) = \gamma/(d\bar d)$, and so

$$SS^\dagger = 1 - \frac{\gamma - G}{x^2 + \gamma^2/4}\,P.$$

If $\gamma = G$, then $SS^\dagger = 1$, which for a finite square matrix is unitarity. Conversely, suppose $S$ is unitary and choose a channel with $w_i \neq 0$. The $i$-th diagonal entry of the correction is $(\gamma - G)|w_i|^2/(x^2+\gamma^2/4)$. It must vanish, so $\gamma = G$. Flux conservation fixes the width.

Q: And the phase?

A: Act on a vector: $Sv = v - (i/d)(w^\dagger v)\,w$. If $w^\dagger v = 0$, nothing happens to $v$. For $v = w$ and $\gamma = G$ the factor is

$$1 - \frac{iG}{x + iG/2} = \frac{x - iG/2}{x + iG/2}.$$

The determinant is the same number, because $\det(1 - c\,w w^\dagger) = 1 - c\,w^\dagger w$ for any complex $c$. With $\gamma = G$ it equals $\bar d/d$, and the quotient rule gives

$$\frac{\mathrm d}{\mathrm dx}\frac{\bar d}{d} = \frac{d - \bar d}{d^2} = \frac{iG}{d\bar d}\cdot\frac{\bar d}{d} = \frac{iG}{x^2 + G^2/4}\,\det S.$$

Q: I accept the algebra. Now show me that the Lean objects are these objects. What is a channel?

A: An element of a finite type `n`. A vector of amplitudes is a function `n → ℂ`.

```lean
import Mathlib

open Matrix
open Complex (I)

namespace BreitWignerResonance

variable {n : Type*} [Fintype n]
```

The total width is a real number computed from the amplitudes.

```lean
/-- The total width of a resonance: the sum of the partial widths `|w i|²` over all channels. -/
noncomputable def totalWidth (w : n → ℂ) : ℝ := ∑ i, ‖w i‖ ^ 2
```

The scattering matrix takes the amplitudes, the energy offset and the free width as separate arguments.

```lean
/-- The one-pole scattering matrix `1 - i w wᴴ / (x + iγ/2)` with decay amplitudes `w`, energy `x`
measured from the resonance, and width `γ`. It has physical meaning only if `x ≠ 0` or `γ ≠ 0`. -/
noncomputable def onePole [DecidableEq n] (w : n → ℂ) (x γ : ℝ) : Matrix n n ℂ :=
  1 - (I / ((x : ℂ) + I * γ / 2)) • vecMulVec w (star w)
```

Here `vecMulVec w (star w)` has entries $w_i \bar w_j$, so it is $P$. The vector $w$ is not normalised: $|w_i|^2$ is a partial width in energy units, with any density-of-states factor already absorbed. In terms of the unit vector $u = w/\sqrt G$, the resonant term is $iG\,uu^\dagger/d$. For positive width the pole lies in the lower half-plane, which suits the time dependence $e^{-iEt/\hbar}$.

Q: What happens at $x = \gamma = 0$, where your denominator vanishes?

A: Lean sets division by zero to zero, so the expression would return the identity matrix there, which has no physical meaning. The unitarity theorems therefore assume `x ≠ 0 ∨ γ ≠ 0`. Once $\gamma = G$ and $w \neq 0$, the assumption holds at every energy.

Q: Where is that shown?

A: In the next two lemmas. The first identifies $w^\dagger w$, written `star w ⬝ᵥ w`, with the total width, term by term. The second takes a channel with nonzero amplitude and concludes that the sum of squares is positive.

```lean
/-- The squared Euclidean norm of the amplitude vector, `wᴴ w`, is the total width. -/
theorem star_dotProduct_self (w : n → ℂ) : star w ⬝ᵥ w = (totalWidth w : ℂ) := by
  unfold totalWidth
  push_cast
  exact Finset.sum_congr rfl fun i _ => Complex.conj_mul' (w i)

/-- A resonance coupled to at least one channel has a positive total width. -/
theorem totalWidth_pos {w : n → ℂ} (hw : w ≠ 0) : 0 < totalWidth w := by
  obtain ⟨i, hi⟩ := Function.ne_iff.mp hw
  exact Finset.sum_pos' (fun j _ => sq_nonneg ‖w j‖)
    ⟨i, Finset.mem_univ i, pow_pos (norm_pos_iff.mpr hi) 2⟩
```

Three facts about the denominator follow. The product $d\bar d$ is expanded using $i^2 = -1$. Because the result is positive, neither factor vanishes. Clearing the denominator then gives $1 - i\gamma/d = \bar d/d$, the phase factor from before, still with a free $\gamma$.

```lean
/-- The pole factor times its complex conjugate is the Lorentzian denominator. -/
theorem pole_mul_conj (x γ : ℝ) :
    ((x : ℂ) + I * γ / 2) * ((x : ℂ) - I * γ / 2) = ((x ^ 2 + γ ^ 2 / 4 : ℝ) : ℂ) := by
  push_cast
  linear_combination (-(γ : ℂ) ^ 2 / 4) * Complex.I_sq

/-- If the energy offset or the width is nonzero, neither the pole factor nor its conjugate
vanishes. -/
theorem pole_ne_zero {x γ : ℝ} (h : x ≠ 0 ∨ γ ≠ 0) :
    (x : ℂ) + I * γ / 2 ≠ 0 ∧ (x : ℂ) - I * γ / 2 ≠ 0 := by
  have hpos : 0 < x ^ 2 + γ ^ 2 / 4 := by
    rcases h with h | h <;> positivity
  have hmul : ((x : ℂ) + I * γ / 2) * ((x : ℂ) - I * γ / 2) ≠ 0 := by
    rw [pole_mul_conj]
    exact Complex.ofReal_ne_zero.mpr hpos.ne'
  exact ⟨left_ne_zero_of_mul hmul, right_ne_zero_of_mul hmul⟩

/-- If the energy offset or the width is nonzero, subtracting the resonant term from one gives
the ratio of the conjugate pole factor to the pole factor. -/
theorem one_sub_resonant_term {x γ : ℝ} (h : x ≠ 0 ∨ γ ≠ 0) :
    1 - I / ((x : ℂ) + I * γ / 2) * γ
      = ((x : ℂ) - I * γ / 2) / ((x : ℂ) + I * γ / 2) := by
  have hd := (pole_ne_zero h).1
  rw [eq_div_iff hd, sub_mul, one_mul, div_mul_eq_mul_div, div_mul_cancel₀ _ hd]
  ring
```

Q: Now the step that matters to me, the failure of unitarity.

A: The theorem states the formula for $SS^\dagger$ for every $w$, including zero. In its proof, `hP` and `hPP` are $P^\dagger = P$ and $P^2 = GP$, and `hc` conjugates the coefficient $i/d$. The step `expand` multiplies $(1 - aP)(1 - bP)$ for arbitrary scalars, and `key` is the cancellation in the bracket, with `e` standing for $\bar d$ and `d - e = I * g` as its only input besides the nonzero denominators.

```lean
variable [DecidableEq n]

/-- If the energy offset or the width is nonzero, the failure of unitarity of the one-pole matrix
is proportional to the difference between `γ` and the total width. -/
theorem onePole_mul_conjTranspose (w : n → ℂ) {x γ : ℝ} (h : x ≠ 0 ∨ γ ≠ 0) :
    onePole w x γ * (onePole w x γ)ᴴ
      = 1 - (((γ - totalWidth w) / (x ^ 2 + γ ^ 2 / 4) : ℝ) : ℂ) • vecMulVec w (star w) := by
  obtain ⟨hd, he⟩ := pole_ne_zero h
  -- the rank-one matrix is Hermitian and squares to a multiple of itself
  have hP : (vecMulVec w (star w))ᴴ = vecMulVec w (star w) := by
    ext i j
    simp [vecMulVec_apply, conjTranspose_apply, mul_comm]
  have hPP : vecMulVec w (star w) * vecMulVec w (star w)
      = (totalWidth w : ℂ) • vecMulVec w (star w) := by
    ext i j
    simp only [Matrix.mul_apply, vecMulVec_apply, Matrix.smul_apply, smul_eq_mul,
      ← star_dotProduct_self, dotProduct, Finset.sum_mul]
    exact Finset.sum_congr rfl fun k _ => by ring
  have hc : star (I / ((x : ℂ) + I * γ / 2)) = -I / ((x : ℂ) - I * γ / 2) := by
    change starRingEnd ℂ _ = _
    simp only [map_div₀, map_add, map_mul, Complex.conj_I, Complex.conj_ofReal, map_ofNat]
    ring
  have expand : ∀ a b : ℂ,
      (1 - a • vecMulVec w (star w)) * (1 - b • vecMulVec w (star w))
        = 1 - (a + b - a * b * totalWidth w) • vecMulVec w (star w) := by
    intro a b
    simp only [sub_mul, mul_sub, one_mul, mul_one, Matrix.smul_mul, Matrix.mul_smul, hPP]
    module
  -- the scalar identity behind the sum rule
  have key : ∀ d e g G : ℂ, d ≠ 0 → e ≠ 0 → d - e = I * g →
      I / d + -I / e - I / d * (-I / e) * G = (g - G) / (d * e) := by
    intro d e g G hd he hde
    field_simp
    linear_combination (-I) * hde + (G - g) * Complex.I_sq
  rw [onePole, conjTranspose_sub, conjTranspose_one, conjTranspose_smul, hP, hc, expand,
    key _ _ (γ : ℂ) _ hd he (by ring), pole_mul_conj, Complex.ofReal_div, Complex.ofReal_sub]
```

The equivalence then follows. Its forward direction reads off the diagonal entry of a channel with $w_i \neq 0$, and its reverse direction substitutes $\gamma = G$.

```lean
/-- For nonzero amplitudes, and energy offset or width nonzero, the one-pole matrix is unitary
exactly when its width is the sum of the partial widths. -/
theorem onePole_unitary_iff {w : n → ℂ} (hw : w ≠ 0) {x γ : ℝ} (h : x ≠ 0 ∨ γ ≠ 0) :
    onePole w x γ ∈ unitaryGroup n ℂ ↔ γ = totalWidth w := by
  rw [mem_unitaryGroup_iff, star_eq_conjTranspose, onePole_mul_conjTranspose w h, sub_eq_self]
  constructor
  · intro h0
    -- look at the diagonal entry of an open channel
    obtain ⟨i, hi⟩ := Function.ne_iff.mp hw
    have hi' : w i ≠ 0 := hi
    have e := congrFun (congrFun h0 i) i
    simp only [Matrix.smul_apply, vecMulVec_apply, Pi.star_apply, smul_eq_mul,
      Matrix.zero_apply] at e
    have e' := (mul_eq_zero.mp e).resolve_right (mul_ne_zero hi' (star_ne_zero.mpr hi'))
    have hpos : 0 < x ^ 2 + γ ^ 2 / 4 := by
      rcases h with h | h <;> positivity
    exact sub_eq_zero.mp
      ((div_eq_zero_iff.mp (Complex.ofReal_eq_zero.mp e')).resolve_right hpos.ne')
  · intro hγ
    rw [← hγ, sub_self, zero_div, Complex.ofReal_zero, zero_smul]
```

Q: Why must $w$ be nonzero?

A: A level coupled to nothing gives $S = 1$, which is unitary whatever width you write down. There is then no decay from which a width could be fixed.

Q: Fine. And the phase factor that you derived by acting on $w$?

A: It needs the action on a vector, where `*ᵥ` is matrix times vector. The proof reduces $P v$ to $(w^\dagger v)\,w$.

```lean
/-- The one-pole matrix changes an incoming vector only along `w`, in proportion to its overlap
with `w`. -/
theorem onePole_mulVec (w v : n → ℂ) (x γ : ℝ) :
    onePole w x γ *ᵥ v = v - (I / ((x : ℂ) + I * γ / 2) * (star w ⬝ᵥ v)) • w := by
  have hv : vecMulVec w (star w) *ᵥ v = (star w ⬝ᵥ v) • w := by
    ext i
    simp only [mulVec, dotProduct, vecMulVec_apply, Pi.smul_apply, smul_eq_mul, Finset.sum_mul]
    exact Finset.sum_congr rfl fun k _ => by ring
  rw [onePole, sub_mulVec, one_mulVec, smul_mulVec, hv, smul_smul]
```

The main theorem sets the width to `totalWidth w` and makes four claims for every real $x$: $S$ belongs to `unitaryGroup n ℂ`, it fixes every $v$ with $w^\dagger v = 0$, it multiplies $w$ by the phase factor, and its determinant is that factor. The first claim comes from the equivalence, and the next two from the action formula. For the determinant, the proof writes $cP = AB$, with $A$ the column $cw$ and $B$ the row $w^\dagger$. The lemma `det_one_sub_mul_comm` replaces $\det(1 - AB)$ by $\det(1 - BA)$, which is one-by-one.

```lean
/-- For nonzero `w` and width `G = totalWidth w`, the one-pole matrix is unitary, fixes every vector
orthogonal to `w`, multiplies `w` by `(x - iG/2)/(x + iG/2)`, and has this factor as determinant. -/
theorem breitWigner {w : n → ℂ} (hw : w ≠ 0) (x : ℝ) :
    onePole w x (totalWidth w) ∈ unitaryGroup n ℂ ∧
    (∀ v, star w ⬝ᵥ v = 0 → onePole w x (totalWidth w) *ᵥ v = v) ∧
    onePole w x (totalWidth w) *ᵥ w
      = (((x : ℂ) - I * totalWidth w / 2) / ((x : ℂ) + I * totalWidth w / 2)) • w ∧
    (onePole w x (totalWidth w)).det
      = ((x : ℂ) - I * totalWidth w / 2) / ((x : ℂ) + I * totalWidth w / 2) := by
  have h : x ≠ 0 ∨ totalWidth w ≠ 0 := Or.inr (totalWidth_pos hw).ne'
  refine ⟨(onePole_unitary_iff hw h).mpr rfl, fun v hv => ?_, ?_, ?_⟩
  · rw [onePole_mulVec, hv, mul_zero, zero_smul, sub_zero]
  · rw [onePole_mulVec, star_dotProduct_self, ← one_sub_resonant_term h, sub_smul, one_smul]
  · -- exchange column and row to reach a one-by-one determinant
    rw [← one_sub_resonant_term h, onePole]
    generalize I / ((x : ℂ) + I * totalWidth w / 2) = c
    let A : Matrix n (Fin 1) ℂ := Matrix.of fun i _ => c * w i
    let B : Matrix (Fin 1) n ℂ := Matrix.of fun _ j => star (w j)
    have hAB : c • vecMulVec w (star w) = A * B := by
      ext i j
      simp [A, B, Matrix.mul_apply, vecMulVec_apply, mul_assoc]
    rw [hAB, det_one_sub_mul_comm, det_fin_one, Matrix.sub_apply, Matrix.one_apply_eq,
      Matrix.mul_apply, ← star_dotProduct_self w, dotProduct, Finset.mul_sum]
    congr 1
    refine Finset.sum_congr rfl fun i _ => ?_
    change star (w i) * (c * w i) = c * (star (w i) * w i)
    ring
```

Q: Try it on the smallest case.

A: With one channel, $S$ is the number $(x - iG/2)/(x + iG/2)$. It tends to $1$ far from resonance on either side and equals $-1$ at $x = 0$. With two channels of partial widths $\Gamma_L$ and $\Gamma_R$, the off-diagonal entry gives the transmission probability $\Gamma_L\Gamma_R/(x^2 + G^2/4)$, where $G = \Gamma_L + \Gamma_R$. At resonance with equal widths this is $1$.

Q: The last theorem differentiates the determinant. What does that tell me?

A: It says how fast the total scattering phase turns. Writing $\det S = e^{i\theta}$, the derivative of $\theta$ with respect to energy is the Lorentzian $G/(x^2 + G^2/4)$. For this non-interacting, single-level model, dividing by $2\pi$ gives the level's contribution to the density of states, and multiplying by $\hbar$ gives the Wigner delay summed over channels. Those two interpretations are physics that I am adding to the theorem.

```lean
/-- For nonzero `w` and width `G = totalWidth w`, the energy derivative of the determinant of the
one-pole matrix is `i G/(x² + G²/4)` times the determinant. -/
theorem hasDerivAt_det {w : n → ℂ} (hw : w ≠ 0) (x : ℝ) :
    HasDerivAt (fun t : ℝ => (onePole w t (totalWidth w)).det)
      (I * ((totalWidth w / (x ^ 2 + totalWidth w ^ 2 / 4) : ℝ) : ℂ)
        * (onePole w x (totalWidth w)).det) x := by
  obtain ⟨hd, he⟩ := pole_ne_zero (x := x) (Or.inr (totalWidth_pos hw).ne')
  have hdet := fun t : ℝ => (breitWigner hw t).2.2.2
  simp only [hdet]
  have h0 : HasDerivAt (fun t : ℝ => (t : ℂ)) 1 x := by
    simpa using (hasDerivAt_id x).ofReal_comp
  have key : ∀ d e g : ℂ, d ≠ 0 → e ≠ 0 → d - e = I * g →
      (1 * d - e * 1) / d ^ 2 = I * (g / (d * e)) * (e / d) := by
    intro d e g hd he hde
    rw [one_mul, mul_one, hde]
    field_simp
  refine ((h0.sub_const _).fun_div (h0.add_const _) hd).congr_deriv ?_
  rw [Complex.ofReal_div, ← pole_mul_conj]
  exact key _ _ _ hd he (by ring)

end BreitWignerResonance
```

The statement `HasDerivAt` treats the determinant as a complex function of a real energy. The proof replaces the determinant by the phase factor at every energy, applies the quotient rule, and uses a second `key` to rearrange $(d - \bar d)/d^2$ as in the derivation above.

```lean
#print axioms BreitWignerResonance.onePole_unitary_iff
-- 'BreitWignerResonance.onePole_unitary_iff' depends on axioms: [propext, Classical.choice, Quot.sound]
#print axioms BreitWignerResonance.hasDerivAt_det
-- 'BreitWignerResonance.hasDerivAt_det' depends on axioms: [propext, Classical.choice, Quot.sound]
```

Q: So has the Breit–Wigner formula been derived?

A: No. The one-pole form is the starting point, and the theorems establish its properties. Obtaining it from a Hamiltonian would mean eliminating the level or the leads and arguing that the amplitudes and the level shift vary little across the resonance. In the file, $w$ does not depend on energy, and any shift is already contained in $E_0$. There is one level, no direct scattering in the background, and a finite number of channels. Time-reversal symmetry is not imposed either; in a channel basis where it makes $S$ symmetric, $w$ would have to be real up to a common phase.

Q: Would I ever meet a $\gamma$ different from $G$ in a real calculation?

A: Yes, in Green's function transport codes that add a small imaginary part $i\eta$ to the energy, with $\eta > 0$. For a single non-interacting level, the denominator becomes $x + i\eta + iG/2$, so $\gamma = G + 2\eta$, while the partial widths $|w_i|^2$ still sum to $G$. The formula for $SS^\dagger$ then gives

$$1 - SS^\dagger = \frac{2\eta}{x^2 + \gamma^2/4}\,P,$$

so some flux is missing. At $x = 0$ and for $\eta \ll G$, a wave arriving along $u$ loses a fraction of about $8\eta/G$. A narrow resonance therefore needs a correspondingly small $\eta$. A small norm of $1 - SS^\dagger$ does not by itself show that $\eta$ is small enough: the norm is also small far from resonance, and for $\eta \gg G$, where the resonance has been smeared out. Compare $\eta$ with $G$ directly.

Q: And if I fit data with the width and the amplitudes as independent parameters?

A: Then the fitted matrix is in general not unitary. A $\gamma$ larger than $G$ describes loss, for example into channels you have left out, and a positive $\gamma$ smaller than $G$ describes gain. If your channel list is complete and the scattering is elastic, fit the amplitudes and compute the width from them.
